# The form factor of the layered electron gas: a sum over all layers in closed form

## Definitions and conventions

The layers are planes at heights nd along the stacking axis, with n running over all integers ℤ and d the spacing. The in-plane wave number is q and the wave number along the stacking axis is k. All three are real numbers in consistent units, and only the dimensionless products qd and kd enter.

```lean
import Mathlib

open scoped Real

namespace LayeredElectronGas

noncomputable section
```

Layer n contributes a real decay factor times a phase,

tₙ = exp(−q|n|d) · exp(iknd).

This is `layerTerm q d k n`, a complex number. The sign convention of the phase is +iknd, and the reference layer is n = 0.

```lean
/-- Contribution of layer `n` in a stack of spacing `d`: the decay factor `exp(-q |n| d)` at
in-plane wave number `q` times the phase `exp(i k n d)` at perpendicular wave number `k`. -/
def layerTerm (q d k : ℝ) (n : ℤ) : ℂ :=
  ((Real.exp (-(q * |(n : ℝ)| * d)) : ℝ) : ℂ) *
    Complex.exp (((k * (n : ℝ) * d : ℝ) : ℂ) * Complex.I)
```

For n ≥ 0, moving from layer n to layer n + 1, away from the reference layer, multiplies the contribution by

z = exp(−qd) · exp(ikd),

which is `layerRatio q d k`. The same factor at −k is written w, and r = exp(−qd).

```lean
/-- The factor `exp(-q d) exp(i k d)` relating the contributions of layers `n` and `n + 1` for `n ≥ 0`. -/
def layerRatio (q d k : ℝ) : ℂ :=
  ((Real.exp (-(q * d)) : ℝ) : ℂ) * Complex.exp (((k * d : ℝ) : ℂ) * Complex.I)
```

The closed form is

S(q, k) = sinh(qd) / (cosh(qd) − cos(kd)).

It is defined as `formFactor q d k` with values in ℝ, so a statement that the complex series sums to `(formFactor q d k : ℂ)` already says that the sum is real.

```lean
/-- The form factor `sinh(q d) / (cosh(q d) - cos(k d))` of the layered electron gas,
a real number. -/
def formFactor (q d k : ℝ) : ℝ :=
  Real.sinh (q * d) / (Real.cosh (q * d) - Real.cos (k * d))
```

In the idealised model of an infinite stack of identical, equally spaced, infinitely thin layers in a uniform medium, S is the factor that multiplies the two-dimensional Coulomb interaction 2πe²/(εq) (Gaussian units, with ε the dielectric constant of the medium and ε = 1 in vacuum); the product is the interaction that enters screening and plasmon calculations within that model. The electrostatics behind this, that a sheet of charge modulated at wave number q has a potential falling off as exp(−q|n|d) at a distance |n|d, is taken as the physical input and is nowhere derived below. The theorems concern the lattice sum alone; finite stacks, layers of finite thickness and several layers per cell are not covered.

## The denominator is positive

For qd > 0,

cosh(qd) > 1 ≥ cos(kd),

so the denominator of S is strictly positive for every real k. In the proof `h1` and `h2` are these two inequalities.

```lean
/-- For `q d > 0` the denominator `cosh(q d) - cos(k d)` is strictly positive. -/
theorem denominator_pos {q d : ℝ} (h : 0 < q * d) (k : ℝ) :
    0 < Real.cosh (q * d) - Real.cos (k * d) := by
  have h1 : 1 < Real.cosh (q * d) := Real.one_lt_cosh.mpr h.ne'
  have h2 := Real.cos_le_one (k * d)
  linarith
```

## Each half of the stack is a geometric series

For n ≥ 0 we have |n| = n, and each exponential is an n-th power:

exp(−qnd) = rⁿ,  exp(iknd) = exp(ikd)ⁿ,  hence tₙ = zⁿ.

The statement takes `n : ℕ` and maps it into ℤ; `h1` treats the decay factor and `h2` the phase.

```lean
/-- The contribution of a layer `n ≥ 0` is the `n`-th power of the one-layer factor. -/
theorem layerTerm_natCast (q d k : ℝ) (n : ℕ) :
    layerTerm q d k (n : ℤ) = layerRatio q d k ^ n := by
  have h1 : Real.exp (-(q * |((n : ℤ) : ℝ)| * d)) = Real.exp (-(q * d)) ^ n := by
    rw [← Real.exp_nat_mul, Int.cast_natCast, Nat.abs_cast]
    congr 1
    ring
  have h2 : Complex.exp (((k * ((n : ℤ) : ℝ) * d : ℝ) : ℂ) * Complex.I)
      = Complex.exp (((k * d : ℝ) : ℂ) * Complex.I) ^ n := by
    rw [← Complex.exp_nat_mul]
    congr 1
    push_cast
    ring
  unfold layerTerm layerRatio
  rw [h1, h2, mul_pow, Complex.ofReal_pow]
```

The decay factor is even in n, and k(−n)d = (−k)nd, so

t₋ₙ(k) = tₙ(−k).

The lower half of the stack at k is the upper half at −k.

```lean
/-- Reflecting the layer index is the same as reversing the perpendicular wave number. -/
theorem layerTerm_neg (q d k : ℝ) (n : ℤ) :
    layerTerm q d k (-n) = layerTerm q d (-k) n := by
  have h : k * ((-n : ℤ) : ℝ) * d = -k * (n : ℝ) * d := by
    push_cast
    ring
  unfold layerTerm
  rw [h, Int.cast_neg, abs_neg]
```

The phase has modulus one, so |z| = exp(−qd) for every k.

```lean
/-- The one-layer factor has modulus `exp(-q d)`. -/
theorem norm_layerRatio (q d k : ℝ) : ‖layerRatio q d k‖ = Real.exp (-(q * d)) := by
  unfold layerRatio
  rw [norm_mul, Complex.norm_exp_ofReal_mul_I, mul_one, Complex.norm_real, Real.norm_eq_abs,
    abs_of_pos (Real.exp_pos _)]
```

For qd > 0 this gives |z| < 1, and the geometric series converges:

Σ over n ≥ 0 of tₙ = 1/(1 − z).

The proof establishes `hn`, rewrites the terms as powers, and applies `hasSum_geometric_of_norm_lt_one`.

```lean
/-- For `q d > 0` the layers `n ≥ 0` sum to `1 / (1 - z)` with `z` the one-layer factor. -/
theorem hasSum_half {q d : ℝ} (h : 0 < q * d) (k : ℝ) :
    HasSum (fun n : ℕ => layerTerm q d k (n : ℤ)) (1 - layerRatio q d k)⁻¹ := by
  have hn : ‖layerRatio q d k‖ < 1 := by
    rw [norm_layerRatio]
    have h0 : Real.exp (-(q * d)) < Real.exp 0 := Real.exp_lt_exp.mpr (by linarith)
    rwa [Real.exp_zero] at h0
  simp only [layerTerm_natCast]
  exact hasSum_geometric_of_norm_lt_one hn
```

## Adding the two halves

The upper half gives 1/(1 − z) and the lower half 1/(1 − w). Both contain the layer n = 0, whose term is 1, so it is subtracted once. Since |z| = |w| < 1, neither 1 − z nor 1 − w vanishes, and over a common denominator

1/(1 − z) + 1/(1 − w) − 1 = [(1 − w) + (1 − z) − (1 − z)(1 − w)] / [(1 − z)(1 − w)] = (1 − zw) / [(1 − z)(1 − w)].

The two phases multiply to 1 and add to 2cos(kd), so zw = r² and z + w = 2r cos(kd), and

(1 − zw) / [(1 − z)(1 − w)] = (1 − r²) / (1 − 2r cos(kd) + r²).

From r·exp(qd) = 1 one has 2r sinh(qd) = 1 − r² and 2r cosh(qd) = 1 + r², so

1 − r² = 2r sinh(qd),

1 − 2r cos(kd) + r² = 2r (cosh(qd) − cos(kd)).

The factor 2r cancels and S remains. The Lean proof runs the same steps with denominators cleared. `hne` is the non-vanishing of 1 − z and 1 − w; `hN` and `hP` are the last two identities; `hreal` combines them into S(1 − 2r cos(kd) + r²) = 1 − r²; `he` and `hsum` give the product and sum of the phases; `key` is S(1 − z)(1 − w) = 1 − zw; and `mul_right_cancel₀` cancels the nonzero product (1 − z)(1 − w).

```lean
/-- For `q d > 0`, with `z` and `w` the one-layer factors at `k` and `-k`, the combination
`1 / (1 - z) + 1 / (1 - w) - 1` equals the form factor. -/
theorem half_sums_eq_formFactor {q d : ℝ} (h : 0 < q * d) (k : ℝ) :
    (1 - layerRatio q d k)⁻¹ + (1 - layerRatio q d (-k))⁻¹ - 1 = (formFactor q d k : ℂ) := by
  have hne : ∀ κ : ℝ, 1 - layerRatio q d κ ≠ 0 := by
    intro κ h0
    have h1 : layerRatio q d κ = 1 := (sub_eq_zero.mp h0).symm
    have h2 := norm_layerRatio q d κ
    rw [h1, norm_one] at h2
    have h3 : Real.exp (-(q * d)) < Real.exp 0 := Real.exp_lt_exp.mpr (by linarith)
    rw [Real.exp_zero] at h3
    linarith
  -- with r = exp(-q d) and c = cos(k d): S (1 - 2 r c + r²) = 1 - r²
  have hEr : Real.exp (q * d) * Real.exp (-(q * d)) = 1 := by
    rw [← Real.exp_add, add_neg_cancel, Real.exp_zero]
  have hP : 1 - 2 * Real.exp (-(q * d)) * Real.cos (k * d) + Real.exp (-(q * d)) ^ 2
      = 2 * Real.exp (-(q * d)) * (Real.cosh (q * d) - Real.cos (k * d)) := by
    rw [Real.cosh_eq]
    linear_combination (-1) * hEr
  have hN : 1 - Real.exp (-(q * d)) ^ 2 = 2 * Real.exp (-(q * d)) * Real.sinh (q * d) := by
    rw [Real.sinh_eq]
    linear_combination (-1) * hEr
  have hS : formFactor q d k * (Real.cosh (q * d) - Real.cos (k * d)) = Real.sinh (q * d) :=
    div_mul_cancel₀ _ (denominator_pos h k).ne'
  have hreal : formFactor q d k *
      (1 - 2 * Real.exp (-(q * d)) * Real.cos (k * d) + Real.exp (-(q * d)) ^ 2)
      = 1 - Real.exp (-(q * d)) ^ 2 := by
    linear_combination formFactor q d k * hP + 2 * Real.exp (-(q * d)) * hS - hN
  have hcast : ∀ S r c : ℝ, S * (1 - 2 * r * c + r ^ 2) = 1 - r ^ 2 →
      (S : ℂ) * (1 - 2 * (r : ℂ) * (c : ℂ) + (r : ℂ) ^ 2) = 1 - (r : ℂ) ^ 2 := by
    intro S r c hh
    exact_mod_cast hh
  have hc := hcast _ _ _ hreal
  -- the two phases multiply to 1 and add to 2 cos(k d)
  have hneg : ((-k * d : ℝ) : ℂ) = -((k * d : ℝ) : ℂ) := by
    push_cast
    ring
  have he : Complex.exp (((k * d : ℝ) : ℂ) * Complex.I) *
      Complex.exp (((-k * d : ℝ) : ℂ) * Complex.I) = 1 := by
    rw [hneg, ← Complex.exp_add, neg_mul, add_neg_cancel, Complex.exp_zero]
  have hsum : Complex.exp (((k * d : ℝ) : ℂ) * Complex.I) +
      Complex.exp (((-k * d : ℝ) : ℂ) * Complex.I) = 2 * ((Real.cos (k * d) : ℝ) : ℂ) := by
    rw [hneg, Complex.ofReal_cos, Complex.two_cos]
  have key : (formFactor q d k : ℂ) * ((1 - layerRatio q d k) * (1 - layerRatio q d (-k)))
      = 1 - layerRatio q d k * layerRatio q d (-k) := by
    unfold layerRatio
    linear_combination hc
      - (formFactor q d k : ℂ) * ((Real.exp (-(q * d)) : ℝ) : ℂ) * hsum
      + ((formFactor q d k : ℂ) + 1) * ((Real.exp (-(q * d)) : ℝ) : ℂ) ^ 2 * he
  -- clear the two denominators
  have h1 := inv_mul_cancel₀ (hne k)
  have h2 := inv_mul_cancel₀ (hne (-k))
  apply mul_right_cancel₀ (mul_ne_zero (hne k) (hne (-k)))
  linear_combination (1 - layerRatio q d (-k)) * h1 + (1 - layerRatio q d k) * h2 - key
```

## The main statement

For real q > 0, d > 0 and any real k,

Σ over n ∈ ℤ of exp(−q|n|d) exp(iknd) = S(q, k),  and S(q, k) > 0.

`HasSum` over ℤ means that the sums over finite sets of layers approach the limit as the sets grow to include every layer, in whatever order the layers are added. This is unconditional convergence, so no ordering of the layers and no symmetric cutoff −N ≤ n ≤ N is presupposed. In the proof, positivity is a quotient of sinh(qd) > 0 by the positive denominator. `h1` is the upper half, `h2` is the lower half obtained by the reflection, and `HasSum.of_nat_of_neg` joins them and subtracts the term at n = 0, which `h0` evaluates to 1.

```lean
/-- For `q, d > 0` the sum of `exp(-q |n| d) exp(i k n d)` over all integers `n` converges to
the real number `sinh(q d) / (cosh(q d) - cos(k d))`, and this number is strictly positive. -/
theorem hasSum_formFactor {q d : ℝ} (hq : 0 < q) (hd : 0 < d) (k : ℝ) :
    HasSum (layerTerm q d k) (formFactor q d k : ℂ) ∧ 0 < formFactor q d k := by
  have h : 0 < q * d := mul_pos hq hd
  refine ⟨?_, div_pos (Real.sinh_pos_iff.mpr h) (denominator_pos h k)⟩
  have h1 := hasSum_half h k
  have h2 : HasSum (fun n : ℕ => layerTerm q d k (-(n : ℤ))) (1 - layerRatio q d (-k))⁻¹ := by
    simp only [layerTerm_neg]
    exact hasSum_half h (-k)
  have h0 : layerTerm q d k 0 = 1 := by simp [layerTerm]
  -- the layer n = 0 belongs to both half-stacks and is subtracted once
  have h3 := HasSum.of_nat_of_neg (f := layerTerm q d k) h1 h2
  rw [h0, half_sums_eq_formFactor h k] at h3
  exact h3
```

## The condition q > 0 is necessary

For d > 0 the series is `Summable` exactly when q > 0. One direction is the main statement. Conversely, if the series over ℤ converges then so does its part over n ≥ 0, a geometric series, which forces exp(−qd) < 1. With 1 − qd ≤ exp(−qd) this gives qd > 0, and then q > 0 because d > 0. These are the steps `h1` to `h4`. At q = 0 every term has modulus one, so the terms do not tend to zero, whatever k is. The hypothesis d > 0 cannot be dropped either, since at d = 0 every term equals 1.

```lean
/-- For spacing `d > 0` the sum over layers converges if and only if `q > 0`. -/
theorem summable_iff {q d : ℝ} (hd : 0 < d) (k : ℝ) :
    Summable (layerTerm q d k) ↔ 0 < q := by
  refine ⟨fun h => ?_, fun hq => (hasSum_formFactor hq hd k).1.summable⟩
  have hinj : Function.Injective (fun n : ℕ => (n : ℤ)) := Nat.cast_injective
  have h1 : Summable (fun n : ℕ => layerTerm q d k (n : ℤ)) := h.comp_injective hinj
  simp only [layerTerm_natCast] at h1
  -- a convergent geometric series has ratio of modulus below one
  have h2 := summable_geometric_iff_norm_lt_one.mp h1
  rw [norm_layerRatio] at h2
  have h3 := Real.add_one_le_exp (-(q * d))
  have h4 : 0 < q * d := by linarith
  by_contra hq
  have hq' : q ≤ 0 := not_lt.mp hq
  nlinarith
```

## Real and imaginary parts

Taking real and imaginary parts term by term, for q, d > 0,

Σ over n ∈ ℤ of exp(−q|n|d) cos(knd) = S(q, k),

Σ over n ∈ ℤ of exp(−q|n|d) sin(knd) = 0.

The proof applies `Complex.hasSum_re` and `Complex.hasSum_im` to the main statement.

```lean
/-- For `q, d > 0` the series of `exp(-q |n| d) cos(k n d)` over all integers sums to the form
factor and the series of `exp(-q |n| d) sin(k n d)` sums to zero. -/
theorem hasSum_cos_sin {q d : ℝ} (hq : 0 < q) (hd : 0 < d) (k : ℝ) :
    HasSum (fun n : ℤ => Real.exp (-(q * |(n : ℝ)| * d)) * Real.cos (k * (n : ℝ) * d))
      (formFactor q d k) ∧
    HasSum (fun n : ℤ => Real.exp (-(q * |(n : ℝ)| * d)) * Real.sin (k * (n : ℝ) * d)) 0 := by
  have h := (hasSum_formFactor hq hd k).1
  constructor
  · simpa only [layerTerm, Complex.re_ofReal_mul, Complex.exp_ofReal_mul_I_re,
      Complex.ofReal_re] using Complex.hasSum_re h
  · simpa only [layerTerm, Complex.im_ofReal_mul, Complex.exp_ofReal_mul_I_im,
      Complex.ofReal_im] using Complex.hasSum_im h
```

## Sharp bounds

The numerator of S is positive and independent of k, and the denominator lies between cosh(qd) − 1 and cosh(qd) + 1. The half-argument identities, with x = qd, are

sinh x = 2 sinh(x/2) cosh(x/2),

cosh x + 1 = 2 cosh²(x/2),  cosh x − 1 = 2 sinh²(x/2).

At k = π/d, where neighbouring layers are in antiphase, cos(kd) = −1 and S = tanh(qd/2). At k = 0, where all layers are in phase, cos(kd) = 1 and S = 1/tanh(qd/2). Hence for every real k

tanh(qd/2) ≤ S(q, k) ≤ 1/tanh(qd/2),

with both values attained. The upper bound is coth(qd/2), written `(Real.tanh (q * d / 2))⁻¹`. The proof obtains the two values `hv1` and `hv2` from `hs`, `hc` and cosh² = sinh² + 1, then compares denominators at fixed numerator with `div_le_div_of_nonneg_left`.

```lean
/-- For `q, d > 0` the form factor lies between `tanh(q d / 2)` and `1 / tanh(q d / 2)` for
every `k`; it takes the lower value at `k = π / d` and the upper value at `k = 0`. -/
theorem formFactor_bounds {q d : ℝ} (hq : 0 < q) (hd : 0 < d) :
    (∀ k : ℝ, Real.tanh (q * d / 2) ≤ formFactor q d k ∧
      formFactor q d k ≤ (Real.tanh (q * d / 2))⁻¹) ∧
    formFactor q d (π / d) = Real.tanh (q * d / 2) ∧
    formFactor q d 0 = (Real.tanh (q * d / 2))⁻¹ := by
  have h : 0 < q * d := mul_pos hq hd
  have hC : 1 < Real.cosh (q * d) := Real.one_lt_cosh.mpr h.ne'
  have hsp : 0 < Real.sinh (q * d) := Real.sinh_pos_iff.mpr h
  have hsp2 : 0 < Real.sinh (q * d / 2) := Real.sinh_pos_iff.mpr (by linarith)
  have hpi : π / d * d = π := div_mul_cancel₀ π hd.ne'
  -- half-argument identities
  have hs : Real.sinh (q * d) = 2 * Real.sinh (q * d / 2) * Real.cosh (q * d / 2) := by
    rw [← Real.sinh_two_mul]
    congr 1
    ring
  have hc : Real.cosh (q * d) = Real.cosh (q * d / 2) ^ 2 + Real.sinh (q * d / 2) ^ 2 := by
    rw [← Real.cosh_two_mul]
    congr 1
    ring
  have h1 := Real.cosh_sq (q * d / 2)
  have hv1 : formFactor q d (π / d) = Real.tanh (q * d / 2) := by
    unfold formFactor
    rw [hpi, Real.cos_pi, Real.tanh_eq_sinh_div_cosh,
      div_eq_div_iff (by linarith : (0 : ℝ) < Real.cosh (q * d) - -1).ne'
        (Real.cosh_pos _).ne']
    linear_combination Real.cosh (q * d / 2) * hs - Real.sinh (q * d / 2) * hc
      + Real.sinh (q * d / 2) * h1
  have hv2 : formFactor q d 0 = (Real.tanh (q * d / 2))⁻¹ := by
    unfold formFactor
    rw [zero_mul, Real.cos_zero, Real.tanh_eq_sinh_div_cosh, inv_div,
      div_eq_div_iff (by linarith : (0 : ℝ) < Real.cosh (q * d) - 1).ne' hsp2.ne']
    linear_combination Real.sinh (q * d / 2) * hs - Real.cosh (q * d / 2) * hc
      - Real.cosh (q * d / 2) * h1
  refine ⟨fun k => ⟨?_, ?_⟩, hv1, hv2⟩
  · rw [← hv1]
    unfold formFactor
    apply div_le_div_of_nonneg_left hsp.le (denominator_pos h k)
    rw [hpi, Real.cos_pi]
    linarith [Real.neg_one_le_cos (k * d)]
  · rw [← hv2]
    unfold formFactor
    apply div_le_div_of_nonneg_left hsp.le (denominator_pos h 0)
    rw [zero_mul, Real.cos_zero]
    linarith [Real.cos_le_one (k * d)]
```

## Periodicity in k

If Gd = 2πm with m an integer, then cos((k + G)d) = cos(kd + 2πm) = cos(kd), so

S(q, k + G) = S(q, k).

For d > 0 such G are the reciprocal-lattice wave numbers of the stack. The theorem has no sign hypothesis on q or d, so it also holds where the denominator vanishes, at qd = 0 and cos(kd) = 1, where Lean evaluates 0/0 as 0, although every term tₙ equals 1 there and the sum over layers diverges.

```lean
/-- The form factor is unchanged when `k` is shifted by `G` with `G d = 2 π m` for an
integer `m`. -/
theorem formFactor_add_reciprocal (q d k G : ℝ) (m : ℤ) (hG : G * d = (m : ℝ) * (2 * π)) :
    formFactor q d (k + G) = formFactor q d k := by
  unfold formFactor
  rw [add_mul, hG, Real.cos_add_int_mul_two_pi]

end

end LayeredElectronGas
```

```lean
#print axioms LayeredElectronGas.hasSum_formFactor
#print axioms LayeredElectronGas.summable_iff
#print axioms LayeredElectronGas.formFactor_bounds
#print axioms LayeredElectronGas.formFactor_add_reciprocal
```

```
'LayeredElectronGas.hasSum_formFactor' depends on axioms: [propext, Classical.choice, Quot.sound]
'LayeredElectronGas.summable_iff' depends on axioms: [propext, Classical.choice, Quot.sound]
'LayeredElectronGas.formFactor_bounds' depends on axioms: [propext, Classical.choice, Quot.sound]
'LayeredElectronGas.formFactor_add_reciprocal' depends on axioms: [propext, Classical.choice, Quot.sound]
```
